# Quasiparticle energies of a triplet gap with spin-independent normal energy

Take the triplet vector $d=\Delta(1,i,0)$, with $\Delta$ a complex number, and form the gap matrix $D=(d\cdot\sigma)\,i\sigma_y$ from the Pauli matrices $\sigma$. It is diagonal:

$$D=\begin{pmatrix}-2\Delta&0\\0&0\end{pmatrix}.$$

Only spin up can pair. Let $\xi$ be the real normal-state energy, measured from the chemical potential and taken to be the same for both spins and at opposite momenta. The spin-up electron and hole form the block $\begin{pmatrix}\xi&-2\Delta\\-2\Delta^*&-\xi\end{pmatrix}$, with energies $\pm\sqrt{\xi^2+4|\Delta|^2}$. Spin down keeps $\pm\xi$. For $\Delta\neq0$, one gap matrix thus produces two different quasiparticle energies.

## The secular determinant for any triplet vector

For a general $d=(d_0,d_1,d_2)\in\mathbb C^3$, let

$$H=\begin{pmatrix}\xi&D\\D^\dagger&-\xi\end{pmatrix},\qquad |d|^2=\sum_i|d_i|^2 .$$

The claim is that, for every complex $E$,

$$\det(E-H)=(E^2-\xi^2-|d|^2)^2-|d\times d^*|^2,$$

so the eigenvalues are $\pm E_+$ and $\pm E_-$ with $E_\pm^2=\xi^2+|d|^2\pm|d\times d^*|$.

**Reduction to spin space.** Let $a,b$ be numbers and $B,C$ be $2\times2$ matrices. Then

$$\begin{pmatrix}a&B\\C&b\end{pmatrix}\begin{pmatrix}b&0\\-C&1\end{pmatrix}=\begin{pmatrix}ab-BC&B\\0&b\end{pmatrix}.$$

Taking determinants and cancelling $b^2$ shows that the first matrix has determinant $\det(ab-BC)$ when $b\neq0$. Both sides are polynomials in $b$, so this also holds at $b=0$. With $a=E-\xi$, $b=E+\xi$, $B=-D$, $C=-D^\dagger$ and $x=E^2-\xi^2$,

$$\det(E-H)=\det(x-DD^\dagger)=x^2-x\,\mathrm{tr}\,DD^\dagger+|\det D|^2 .$$

**Trace and determinant of the gap.** Multiplying out the Pauli matrices gives

$$D=\begin{pmatrix}-d_0+id_1&d_2\\d_2&d_0+id_1\end{pmatrix}.$$

Hence $\det D=-(d_0^2+d_1^2+d_2^2)=-d\cdot d$, without conjugation. In the trace the cross terms of $|-d_0+id_1|^2+|d_0+id_1|^2$ cancel, leaving $\mathrm{tr}\,DD^\dagger=2|d|^2$.

**The cross product.** A component of $d\times d^*$ has the form $d_id_j^*-d_jd_i^*$, up to sign, and its squared modulus is $2|d_i|^2|d_j|^2-2\,\mathrm{Re}(d_i^2d_j^{*2})$. Summed over the pairs $i<j$, this is what remains of $|d|^4-|d\cdot d|^2$ after the terms $|d_i|^4$ cancel. Therefore

$$|d\times d^*|^2=|d|^4-|d\cdot d|^2,$$

and completing the square in $x^2-2x|d|^2+|d\cdot d|^2$ gives the claim. The identity also gives $|d\times d^*|\le|d|^2$, so both $E_\pm^2$ are nonnegative. Moreover $E_-=|\xi|$ exactly when $|d\times d^*|=|d|^2$, that is, when $d\cdot d=0$.

## A Zeeman field breaks the formula

The normal-state energy must be the same for both spins. Add a field $h\neq0$, so that the diagonal blocks become $\pm(\xi+h\sigma_z)$, and set $\xi=0$, $d=0$. The determinant is then $(E^2-h^2)^2$, whereas the formula would give $E^4$.

## The Hamiltonian and its branches in Lean

```lean
import Mathlib

open Matrix

namespace NonunitaryTriplet

noncomputable section
```

The gap matrix is written with explicit Pauli matrices, and the components of $d$ are numbered 0, 1, 2.

```lean
/-- The triplet gap matrix `D = (d · σ) i σ_y` of a complex 3-vector `d`. -/
def gapMatrix (d : Fin 3 → ℂ) : Matrix (Fin 2) (Fin 2) ℂ :=
  (d 0 • !![0, 1; 1, 0] + d 1 • !![0, -Complex.I; Complex.I, 0] + d 2 • !![1, 0; 0, -1]) *
    (Complex.I • !![0, -Complex.I; Complex.I, 0])
```

The index type `Fin 2 ⊕ Fin 2` stands for electron spin followed by hole spin.

```lean
/-- The Bogoliubov-de Gennes Hamiltonian with normal-state energy `ξ` and triplet vector `d`. -/
def bdg (ξ : ℝ) (d : Fin 3 → ℂ) : Matrix (Fin 2 ⊕ Fin 2) (Fin 2 ⊕ Fin 2) ℂ :=
  fromBlocks ((ξ : ℂ) • 1) (gapMatrix d) (gapMatrix d)ᴴ ((-(ξ : ℂ)) • 1)
```

This is a mean-field Hamiltonian at one fixed momentum. The hole block $-\xi$ assumes that the normal-state energy is the same at opposite momenta. The pair $(\xi,d)$ is given; no gap equation is solved, and the odd momentum dependence of a triplet gap plays no part.

Both definitions below start from explicit sums of squared moduli, because Mathlib's default norm on `Fin 3 → ℂ` is the largest modulus and not the Euclidean length.

```lean
/-- The squared length `|d|²` of the triplet vector. -/
def weight (d : Fin 3 → ℂ) : ℝ := ∑ i, ‖d i‖ ^ 2

/-- The length `|d × d*|` of the cross product of `d` with its complex conjugate. -/
def splitting (d : Fin 3 → ℂ) : ℝ := √(∑ i, ‖(d ⨯₃ star d) i‖ ^ 2)
```

The branches are the nonnegative energies $E_+$ and $E_-$.

```lean
/-- The upper quasiparticle energy `√(ξ² + |d|² + |d × d*|)`. -/
def upperBranch (ξ : ℝ) (d : Fin 3 → ℂ) : ℝ := √(ξ ^ 2 + weight d + splitting d)

/-- The lower quasiparticle energy `√(ξ² + |d|² - |d × d*|)`. -/
def lowerBranch (ξ : ℝ) (d : Fin 3 → ℂ) : ℝ := √(ξ ^ 2 + weight d - splitting d)

/-- The four particle-hole and spin states, numbered from 0 to 3. -/
def nambuIndex : Fin 4 ≃ Fin 2 ⊕ Fin 2 := (finSumFinEquiv (m := 2) (n := 2)).symm
```

## Expanding a block determinant without division

```lean
/-- A particle-hole matrix with scalar diagonal blocks `a`, `b` and arbitrary spin blocks
`B`, `C` off the diagonal has determinant `det (a b - B C)`. -/
theorem det_particle_hole (a b : ℂ) (B C : Matrix (Fin 2) (Fin 2) ℂ) :
    (fromBlocks (a • 1) B C (b • 1)).det = ((a * b) • 1 - B * C).det := by
  have s : ∀ z : ℂ, z • (1 : Matrix (Fin 2) (Fin 2) ℂ) = !![z, 0; 0, z] := by
    intro z
    ext i j
    fin_cases i <;> fin_cases j <;> simp
  rw [s a, s b, s (a * b), ← Matrix.det_submatrix_equiv_self nambuIndex]
  have h : (fromBlocks !![a, 0; 0, a] B C !![b, 0; 0, b]).submatrix nambuIndex nambuIndex =
      !![a, 0, B 0 0, B 0 1; 0, a, B 1 0, B 1 1;
        C 0 0, C 0 1, b, 0; C 1 0, C 1 1, 0, b] := by
    ext i j
    fin_cases i <;> fin_cases j <;> rfl
  rw [h]
  simp [Matrix.det_succ_row_zero, Fin.sum_univ_succ, Fin.succAbove, Matrix.mul_apply]
  ring
```

The proof turns on `Matrix.det_submatrix_equiv_self`. Laplace expansion along a first row is stated for matrices indexed by `Fin n`, while a block matrix is indexed by a sum type. The lemma renumbers rows and columns by the same bijection, here `nambuIndex`, which leaves the determinant unchanged. The result is an explicit $4\times4$ matrix, and `ring` compares the two expanded polynomials. Where the derivation by hand cancelled $b^2$ and then treated $b=0$ separately, this covers all values at once, including $E=\pm\xi$.

## Gap matrix invariants and the cross-product identity

`⬝ᵥ` is the product $d\cdot d$ without conjugation. The proof first computes the matrix entries and then uses $i^2=-1$.

```lean
/-- The determinant of the triplet gap matrix is `-d · d`, without complex conjugation. -/
theorem gapMatrix_det (d : Fin 3 → ℂ) : (gapMatrix d).det = -(d ⬝ᵥ d) := by
  have h : gapMatrix d = !![-d 0 + Complex.I * d 1, d 2; d 2, d 0 + Complex.I * d 1] := by
    ext i j
    fin_cases i <;> fin_cases j <;>
      simp [gapMatrix, Matrix.mul_apply, Fin.sum_univ_two] <;> ring
  rw [h, Matrix.det_fin_two_of]
  simp only [dotProduct, Fin.sum_univ_three]
  linear_combination (d 1) ^ 2 * Complex.I_sq
```

Two auxiliary lemmas rewrite squared moduli as $zz^*$, so that real lengths can enter complex polynomial identities.

```lean
private theorem norm_sq_cast (z : ℂ) : ((‖z‖ ^ 2 : ℝ) : ℂ) = z * starRingEnd ℂ z := by
  rw [Complex.sq_norm, Complex.mul_conj]

private theorem weight_cast (d : Fin 3 → ℂ) : (weight d : ℂ) =
    d 0 * starRingEnd ℂ (d 0) + d 1 * starRingEnd ℂ (d 1) + d 2 * starRingEnd ℂ (d 2) := by
  simp only [weight, Fin.sum_univ_three, Complex.ofReal_add, norm_sq_cast]

/-- The trace of `D D^H` is `2 |d|²`. -/
theorem gapMatrix_trace (d : Fin 3 → ℂ) :
    (gapMatrix d * (gapMatrix d)ᴴ).trace = 2 * (weight d : ℂ) := by
  have h : gapMatrix d = !![-d 0 + Complex.I * d 1, d 2; d 2, d 0 + Complex.I * d 1] := by
    ext i j
    fin_cases i <;> fin_cases j <;>
      simp [gapMatrix, Matrix.mul_apply, Fin.sum_univ_two] <;> ring
  rw [h, weight_cast]
  simp only [Matrix.trace_fin_two, Matrix.mul_apply, Fin.sum_univ_two,
    Matrix.conjTranspose_apply]
  simp
  linear_combination (-2 * d 1 * starRingEnd ℂ (d 1)) * Complex.I_sq
```

The next proof writes out the three components of $d\times d^*$ and checks the identity as a polynomial in $d_i$ and $d_i^*$.

```lean
/-- The lengths of `d`, `d × d*` and `d · d` are tied by `|d × d*|² = |d|⁴ - |d · d|²`. -/
theorem splitting_sq (d : Fin 3 → ℂ) :
    splitting d ^ 2 = weight d ^ 2 - ‖d ⬝ᵥ d‖ ^ 2 := by
  have h : splitting d ^ 2 = ∑ i, ‖(d ⨯₃ star d) i‖ ^ 2 :=
    Real.sq_sqrt (Finset.sum_nonneg fun i _ => by positivity)
  have c0 : (d ⨯₃ star d) 0 = d 1 * starRingEnd ℂ (d 2) - d 2 * starRingEnd ℂ (d 1) := by
    simp [cross_apply]
  have c1 : (d ⨯₃ star d) 1 = d 2 * starRingEnd ℂ (d 0) - d 0 * starRingEnd ℂ (d 2) := by
    simp [cross_apply]
  have c2 : (d ⨯₃ star d) 2 = d 0 * starRingEnd ℂ (d 1) - d 1 * starRingEnd ℂ (d 0) := by
    simp [cross_apply]
  apply Complex.ofReal_injective
  rw [h, Complex.ofReal_sub, Complex.ofReal_pow (weight d) 2, weight_cast]
  simp only [Fin.sum_univ_three, c0, c1, c2, Complex.ofReal_add, norm_sq_cast, dotProduct,
    map_add, map_sub, map_mul, Complex.conj_conj]
  ring
```

## From the determinant to the eigenvalues

In `bdg_det`, `hb` puts $E-H$ in block form, `hc` is the characteristic polynomial of a $2\times2$ matrix, and `hs` is the cross-product identity that completes the square.

```lean
/-- The secular determinant of the triplet Hamiltonian is
`(E² - ξ² - |d|²)² - |d × d*|²`. -/
theorem bdg_det (ξ : ℝ) (d : Fin 3 → ℂ) (E : ℂ) :
    (E • 1 - bdg ξ d).det =
      (E ^ 2 - (ξ : ℂ) ^ 2 - (weight d : ℂ)) ^ 2 - (splitting d : ℂ) ^ 2 := by
  have hb : E • 1 - bdg ξ d = fromBlocks ((E - ξ) • 1) (-gapMatrix d)
      (-(gapMatrix d)ᴴ) ((E + ξ) • 1) := by
    ext i j
    rcases i with i | i <;> rcases j with j | j <;> fin_cases i <;> fin_cases j <;>
      simp [bdg]
  -- the characteristic polynomial of a spin matrix
  have hc : ∀ (x : ℂ) (A : Matrix (Fin 2) (Fin 2) ℂ),
      (x • 1 - A).det = x ^ 2 - x * A.trace + A.det := by
    intro x A
    simp [Matrix.det_fin_two, Matrix.trace_fin_two]
    ring
  have hs : (splitting d : ℂ) ^ 2 =
      (weight d : ℂ) ^ 2 - (d ⬝ᵥ d) * starRingEnd ℂ (d ⬝ᵥ d) := by
    rw [← norm_sq_cast, ← Complex.ofReal_pow, ← Complex.ofReal_pow, ← Complex.ofReal_sub,
      splitting_sq]
  rw [hb, det_particle_hole, neg_mul_neg, hc, gapMatrix_trace, Matrix.det_mul,
    Matrix.det_conjTranspose, gapMatrix_det, star_neg, Complex.star_def]
  linear_combination hs
```

The bound $|d\times d^*|\le|d|^2$ makes the square root in the lower branch the intended one.

```lean
private theorem weight_nonneg (d : Fin 3 → ℂ) : 0 ≤ weight d :=
  Finset.sum_nonneg fun i _ => by positivity

private theorem splitting_nonneg (d : Fin 3 → ℂ) : 0 ≤ splitting d := Real.sqrt_nonneg _

/-- The length of `d × d*` never exceeds the squared length of `d`: `|d × d*| ≤ |d|²`. -/
theorem splitting_le_weight (d : Fin 3 → ℂ) : splitting d ≤ weight d := by
  by_contra h
  nlinarith [splitting_sq d, sq_nonneg ‖d ⬝ᵥ d‖, weight_nonneg d, not_le.mp h]

private theorem lower_sq (ξ : ℝ) (d : Fin 3 → ℂ) :
    lowerBranch ξ d ^ 2 = ξ ^ 2 + weight d - splitting d :=
  Real.sq_sqrt (by nlinarith [splitting_le_weight d, sq_nonneg ξ])
```

The theorem `bdg_spectrum` says that a complex $E$ has a nonzero eigenvector if and only if it is one of the four signed energies. It does not count multiplicities. `hf` factorises the determinant, and `Matrix.exists_mulVec_eq_zero_iff` equates a vanishing determinant with the existence of a nonzero null vector.

```lean
/-- The eigenvalues of the triplet Hamiltonian are exactly plus and minus the upper and the
lower quasiparticle energy. -/
theorem bdg_spectrum (ξ : ℝ) (d : Fin 3 → ℂ) (E : ℂ) :
    (∃ v, v ≠ 0 ∧ bdg ξ d *ᵥ v = E • v) ↔
      E = upperBranch ξ d ∨ E = -upperBranch ξ d ∨
        E = lowerBranch ξ d ∨ E = -lowerBranch ξ d := by
  have hU : (upperBranch ξ d : ℂ) ^ 2 = (ξ : ℂ) ^ 2 + weight d + splitting d := by
    have h : upperBranch ξ d ^ 2 = ξ ^ 2 + weight d + splitting d :=
      Real.sq_sqrt (by nlinarith [weight_nonneg d, splitting_nonneg d, sq_nonneg ξ])
    exact_mod_cast h
  have hL : (lowerBranch ξ d : ℂ) ^ 2 = (ξ : ℂ) ^ 2 + weight d - splitting d := by
    exact_mod_cast lower_sq ξ d
  -- the secular determinant factorises into the four energies
  have hf : (E • 1 - bdg ξ d).det = (E - upperBranch ξ d) * (E + upperBranch ξ d) *
      ((E - lowerBranch ξ d) * (E + lowerBranch ξ d)) := by
    rw [bdg_det]
    linear_combination (E ^ 2 - ((ξ : ℂ) ^ 2 + weight d - splitting d)) * hU +
      (E ^ 2 - (upperBranch ξ d : ℂ) ^ 2) * hL
  have hv : ∀ v, bdg ξ d *ᵥ v = E • v ↔ (E • 1 - bdg ξ d) *ᵥ v = 0 := by
    intro v
    rw [Matrix.sub_mulVec, Matrix.smul_mulVec, Matrix.one_mulVec, sub_eq_zero]
    exact eq_comm
  simp only [hv]
  rw [Matrix.exists_mulVec_eq_zero_iff, hf]
  simp only [mul_eq_zero, sub_eq_zero, add_eq_zero_iff_eq_neg, or_assoc]
```

## When one branch keeps its normal-state energy

Both directions pass through the equality of `splitting d` and `weight d`. The case $d=0$ is included.

```lean
/-- The lower quasiparticle energy equals the normal-state value `|ξ|` exactly when
`d · d = 0`. -/
theorem lowerBranch_eq_abs_iff (ξ : ℝ) (d : Fin 3 → ℂ) :
    lowerBranch ξ d = |ξ| ↔ d ⬝ᵥ d = 0 := by
  constructor
  · intro h
    have h2 := lower_sq ξ d
    rw [h, sq_abs] at h2
    have h3 : splitting d = weight d := by linarith
    have h4 := splitting_sq d
    rw [h3] at h4
    have h5 : ‖d ⬝ᵥ d‖ ^ 2 = 0 := by linarith
    exact norm_eq_zero.mp (pow_eq_zero_iff (two_ne_zero) |>.mp h5)
  · intro h
    have h2 := splitting_sq d
    rw [h, norm_zero] at h2
    have h3 : splitting d = weight d :=
      (sq_eq_sq₀ (splitting_nonneg d) (weight_nonneg d)).mp (by linarith)
    rw [lowerBranch, h3, add_sub_cancel_right, Real.sqrt_sq_eq_abs]
```

The opening example now follows: $d\cdot d=0$ fixes the lower branch, and $|d|^2=2|\Delta|^2$ gives the upper one. For the normalised direction, $d=\Delta'(1,i,0)/\sqrt2$, the upper energy reads $\sqrt{\xi^2+2|\Delta'|^2}$.

```lean
/-- For `d = Δ (1, i, 0)` the two quasiparticle energies are `√(ξ² + 4 |Δ|²)` and `|ξ|`. -/
theorem polarized_branches (ξ : ℝ) (Δ : ℂ) :
    upperBranch ξ ![Δ, Δ * Complex.I, 0] = √(ξ ^ 2 + 4 * ‖Δ‖ ^ 2) ∧
      lowerBranch ξ ![Δ, Δ * Complex.I, 0] = |ξ| := by
  have hd : ![Δ, Δ * Complex.I, 0] ⬝ᵥ ![Δ, Δ * Complex.I, 0] = 0 := by
    have h : ![Δ, Δ * Complex.I, 0] ⬝ᵥ ![Δ, Δ * Complex.I, 0] =
        Δ * Δ + Δ * Complex.I * (Δ * Complex.I) := by
      simp [dotProduct, Fin.sum_univ_three]
    rw [h]
    linear_combination Δ ^ 2 * Complex.I_sq
  have hl := (lowerBranch_eq_abs_iff ξ _).mpr hd
  refine ⟨?_, hl⟩
  have hw : weight ![Δ, Δ * Complex.I, 0] = 2 * ‖Δ‖ ^ 2 := by
    simp [weight, Fin.sum_univ_three]
    ring
  have h2 := lower_sq ξ ![Δ, Δ * Complex.I, 0]
  rw [hl, sq_abs] at h2
  rw [upperBranch]
  congr 1
  linarith

end

end NonunitaryTriplet
```

For a numerical Bogoliubov–de Gennes calculation of one band at a single momentum, with a purely triplet gap and a normal energy that is independent of spin and equal at opposite momenta, these closed forms provide values against which the diagonalisation can be compared.

```lean
#print axioms NonunitaryTriplet.gapMatrix_det
#print axioms NonunitaryTriplet.bdg_spectrum
#print axioms NonunitaryTriplet.polarized_branches
```

```
'NonunitaryTriplet.gapMatrix_det' depends on axioms: [propext, Classical.choice, Quot.sound]
'NonunitaryTriplet.bdg_spectrum' depends on axioms: [propext, Classical.choice, Quot.sound]
'NonunitaryTriplet.polarized_branches' depends on axioms: [propext, Classical.choice, Quot.sound]
```
